# Givens rotations in disjoint planes commute; quarter turns in planes sharing one axis do not

A Givens rotation mixes two orbitals through an angle and leaves all the others alone. Jacobi diagonalisation and pairwise schemes for orbital localisation apply many such rotations in succession, and the question is when their order affects the result. Write $e_i$ for the basis vector of orbital $i$, $E_{ij}$ for the matrix with a single 1 in row $i$, column $j$, and $G_{ij}(\theta)$ for the rotation by $\theta$ that turns $e_i$ towards $e_j$. Matrices act on column vectors, so the rightmost factor of a product acts first.

## Pair rotations and their products

```lean
import Mathlib

open Matrix

namespace GivensSweepOrder

noncomputable section

variable {n : Type*} [Fintype n] [DecidableEq n]
```

The type `n` is the finite set of orbital labels. The orbitals are treated as an orthonormal basis of a real vector space.

```lean
/-- The difference between the rotation by `θ` in the plane of two distinct orbitals
`i`, `j` and the identity. -/
def pairPart (i j : n) (θ : ℝ) : Matrix n n ℝ :=
  (Real.cos θ - 1) • (Matrix.single i i 1 + Matrix.single j j 1)
    + Real.sin θ • (Matrix.single j i 1 - Matrix.single i j 1)
```

This is the part of the rotation that differs from the identity,

$$A_{ij}(\theta)=(\cos\theta-1)(E_{ii}+E_{jj})+\sin\theta\,(E_{ji}-E_{ij}).$$

`Matrix.single i j 1` is $E_{ij}$, and `•` multiplies a matrix or vector by a number.

```lean
/-- The Givens rotation by the angle `θ` in the plane of two distinct orbitals `i`, `j`,
turning `i` towards `j`. -/
def givens (i j : n) (θ : ℝ) : Matrix n n ℝ := 1 + pairPart i j θ
```

So $G_{ij}(\theta)=1+A_{ij}(\theta)$. Some texts call the transpose of this matrix the Givens rotation, which reverses the sign of the angle. Lean accepts the definition for $i=j$ too, but the matrix is then not a rotation in general.

```lean
/-- A sweep: the ordered product of the pair rotations in a list of entries `(i, j, θ)`.
The last entry of the list acts first. -/
def sweep (l : List (n × n × ℝ)) : Matrix n n ℝ :=
  (l.map fun r => givens r.1 r.2.1 r.2.2).prod
```

Each list entry holds two orbitals and an angle, and the matrices are multiplied from left to right as listed. The word "sweep" is used loosely here: a Jacobi sweep usually visits every pair once, whereas this list may be any finite sequence.

```lean
/-- For distinct orbitals `i` and `j`, the Givens rotation mixes these two with the cosine
and sine of the angle, and leaves every other orbital unchanged. -/
theorem givens_action {i j : n} (hij : i ≠ j) (θ : ℝ) :
    givens i j θ *ᵥ Pi.single i 1
        = Real.cos θ • Pi.single i 1 + Real.sin θ • Pi.single j 1 ∧
    givens i j θ *ᵥ Pi.single j 1
        = Real.cos θ • Pi.single j 1 - Real.sin θ • Pi.single i 1 ∧
    ∀ k, k ≠ i → k ≠ j → givens i j θ *ᵥ Pi.single k 1 = Pi.single k 1 := by
  refine ⟨?_, ?_, fun k hki hkj => ?_⟩
  -- the image of a basis vector is a column of the matrix
  · ext x
    rw [Matrix.mulVec_single_one]
    by_cases hi : x = i
    · subst hi
      simp [givens, pairPart, Matrix.single, hij, hij.symm]
    · by_cases hj : x = j
      · subst hj
        simp [givens, pairPart, Matrix.single, hij, hij.symm]
      · simp [givens, pairPart, Matrix.single, hi, hj, Ne.symm hi, Ne.symm hj]
  · ext x
    rw [Matrix.mulVec_single_one]
    by_cases hi : x = i
    · subst hi
      simp [givens, pairPart, Matrix.single, hij, hij.symm]
    · by_cases hj : x = j
      · subst hj
        simp [givens, pairPart, Matrix.single, hij, hij.symm]
      · simp [givens, pairPart, Matrix.single, hi, hj, Ne.symm hi, Ne.symm hj]
  · ext x
    rw [Matrix.mulVec_single_one]
    simp [givens, pairPart, Matrix.single, hki.symm, hkj.symm, Matrix.one_apply,
      Pi.single_apply]
```

For $i\neq j$ the theorem states

$$G_{ij}e_i=\cos\theta\,e_i+\sin\theta\,e_j,\qquad G_{ij}e_j=\cos\theta\,e_j-\sin\theta\,e_i,$$

and $G_{ij}e_k=e_k$ for every other orbital $k$. In Lean, `Pi.single i 1` is $e_i$ and `*ᵥ` applies a matrix to a vector.

By hand, one reads off columns. Column $i$ of $1+A_{ij}$ has $1+(\cos\theta-1)=\cos\theta$ in row $i$ and $\sin\theta$ in row $j$. Column $j$ has $-\sin\theta$ in row $i$ and $\cos\theta$ in row $j$. Column $k$ receives nothing from $A_{ij}$. The proof does the same: `Matrix.mulVec_single_one` replaces the image of a basis vector by a column, and `by_cases` asks whether the row is $i$, $j$ or another one.

## Planes without a common axis

```lean
/-- If the pairs `i, j` and `k, l` have no orbital in common, the non-identity parts of
their rotations multiply to zero. -/
theorem pairPart_mul_of_disjoint {i j k l : n} (hik : i ≠ k) (hil : i ≠ l)
    (hjk : j ≠ k) (hjl : j ≠ l) (θ φ : ℝ) :
    pairPart i j θ * pairPart k l φ = 0 := by
  simp [pairPart, add_mul, mul_add, sub_mul, mul_sub,
    Matrix.single_mul_single_of_ne, hik, hil, hjk, hjl]
```

If the pairs $(i,j)$ and $(k,l)$ have no orbital in common, then $A_{ij}(\theta)A_{kl}(\varphi)=0$. The rule needed is $E_{ab}E_{cd}=0$ for $b\neq c$. Every term of the first factor has its column index in $\{i,j\}$, every term of the second has its row index in $\{k,l\}$, and these sets are disjoint. The `simp` call expands the product and applies this rule to each term.

```lean
/-- Givens rotations of two orbital pairs without a common orbital commute for all
angles. -/
theorem givens_commute_of_disjoint {i j k l : n} (hik : i ≠ k) (hil : i ≠ l)
    (hjk : j ≠ k) (hjl : j ≠ l) (θ φ : ℝ) :
    Commute (givens i j θ) (givens k l φ) := by
  have h₁ := pairPart_mul_of_disjoint hik hil hjk hjl θ φ
  have h₂ := pairPart_mul_of_disjoint hik.symm hjk.symm hil.symm hjl.symm φ θ
  rw [commute_iff_eq]
  simp only [givens, add_mul, mul_add, one_mul, mul_one, h₁, h₂]
  abel
```

`Commute` means that the two products agree. By hand,

$$G_{ij}G_{kl}=1+A_{ij}+A_{kl}+A_{ij}A_{kl}=1+A_{ij}+A_{kl},$$

and the opposite order gives the same sum, because $A_{kl}A_{ij}=0$ as well. In the proof, `h₁` and `h₂` are these two vanishing products, and `abel` reorders the remaining sum.

```lean
/-- If no two rotations of a sweep share an orbital, the sweep gives the same matrix in
whatever order its rotations are carried out. -/
theorem sweep_eq_of_perm {l₁ l₂ : List (n × n × ℝ)} (h : l₁.Perm l₂)
    (hd : l₁.Pairwise fun r s =>
      r.1 ≠ s.1 ∧ r.1 ≠ s.2.1 ∧ r.2.1 ≠ s.1 ∧ r.2.1 ≠ s.2.1) :
    sweep l₁ = sweep l₂ := by
  refine List.Perm.prod_eq' (h.map _) ?_
  rw [List.pairwise_map]
  exact hd.imp fun hrs =>
    givens_commute_of_disjoint hrs.1 hrs.2.1 hrs.2.2.1 hrs.2.2.2 _ _
```

`l₁.Perm l₂` says that the second list is a rearrangement of the first, and `Pairwise` requires that no two entries share an orbital. The two sweeps are then the same matrix. By hand, any rearrangement is a succession of swaps of neighbours, and each swap leaves the product unchanged by the previous theorem. `List.Perm.prod_eq'` supplies this argument for pairwise commuting factors.

For finitely many real orbitals and prescribed angles, this allows rotations of disjoint pairs to be grouped and carried out together. In an actual Jacobi or pairwise localisation sweep, the angle of a pair is usually computed from the current 2×2 block of the matrix or from the two current orbitals. Rotating a disjoint pair leaves these data unchanged, but exchanging rotations that share an orbital may also change the angles. The computation of the angles is not modelled here.

## Planes with one common axis

```lean
/-- The commutator of the Givens rotations in the planes `(i, j)` and `(j, k)`, for three
distinct orbitals, in closed form. -/
theorem givens_commutator {i j k : n} (hij : i ≠ j) (hjk : j ≠ k) (hik : i ≠ k)
    (θ φ : ℝ) :
    givens i j θ * givens j k φ - givens j k φ * givens i j θ
      = ((1 - Real.cos θ) * Real.sin φ) • (Matrix.single j k 1 + Matrix.single k j 1)
        + (Real.sin θ * (1 - Real.cos φ)) • (Matrix.single i j 1 + Matrix.single j i 1)
        + (Real.sin θ * Real.sin φ) • (Matrix.single i k 1 - Matrix.single k i 1) := by
  -- expand into products of matrix units, most of which vanish
  simp only [givens, pairPart, add_mul, mul_add, sub_mul, mul_sub, one_mul, mul_one,
    Matrix.smul_mul, Matrix.mul_smul, Matrix.single_mul_single_same,
    Matrix.single_mul_single_of_ne, ne_eq, not_false_eq_true,
    hij, hij.symm, hjk, hjk.symm, hik, hik.symm]
  module
```

Let $i,j,k$ be distinct, and write $c=\cos\theta$, $s=\sin\theta$, $c'=\cos\varphi$, $s'=\sin\varphi$. The identity and the single $A$ terms cancel in the commutator, leaving $A_{ij}A_{jk}-A_{jk}A_{ij}$. Only products that meet at the shared index $j$ survive:

$$A_{ij}A_{jk}=(c-1)(c'-1)E_{jj}-(c-1)s'E_{jk}-s(c'-1)E_{ij}+ss'E_{ik},$$

$$A_{jk}A_{ij}=(c-1)(c'-1)E_{jj}+s(c'-1)E_{ji}+(c-1)s'E_{kj}+ss'E_{ki}.$$

Subtraction gives

$$[G_{ij},G_{jk}]=(1-c)s'(E_{jk}+E_{kj})+s(1-c')(E_{ij}+E_{ji})+ss'(E_{ik}-E_{ki}).$$

The `simp only` call performs the expansion, and `module` collects the coefficients.

When both angles are small, the first two coefficients are of third order, and the commutator is approximately $\theta\varphi\,(E_{ik}-E_{ki})$, a generator of rotations in the plane $(i,k)$. This estimate is read off the exact formula and is not itself a Lean statement.

```lean
/-- For three distinct orbitals, the rotations in the planes `(i, j)` and `(j, k)` commute
exactly when one of the angles has cosine 1 or both angles have sine 0. -/
theorem givens_commute_iff {i j k : n} (hij : i ≠ j) (hjk : j ≠ k) (hik : i ≠ k)
    (θ φ : ℝ) :
    Commute (givens i j θ) (givens j k φ) ↔
      Real.cos θ = 1 ∨ Real.cos φ = 1 ∨ (Real.sin θ = 0 ∧ Real.sin φ = 0) := by
  have sin_zero : ∀ α : ℝ, Real.cos α = 1 → Real.sin α = 0 := by
    intro α hα
    have h := Real.sin_sq_add_cos_sq α
    rw [hα] at h
    exact (pow_eq_zero_iff two_ne_zero).mp (by linarith)
  rw [commute_iff_eq, ← sub_eq_zero, givens_commutator hij hjk hik]
  constructor
  · intro h
    -- two matrix elements of the commutator suffice
    have h₁ : (1 - Real.cos θ) * Real.sin φ = 0 := by
      simpa [Matrix.single, hij, hij.symm, hjk, hjk.symm, hik, hik.symm]
        using congrArg (fun M : Matrix n n ℝ => M j k) h
    have h₂ : Real.sin θ * (1 - Real.cos φ) = 0 := by
      simpa [Matrix.single, hij, hij.symm, hjk, hjk.symm, hik, hik.symm]
        using congrArg (fun M : Matrix n n ℝ => M i j) h
    rcases mul_eq_zero.mp h₂ with hs | hc
    · rcases mul_eq_zero.mp h₁ with hc | ht
      · exact Or.inl (by linarith)
      · exact Or.inr (Or.inr ⟨hs, ht⟩)
    · exact Or.inr (Or.inl (by linarith))
  · rintro (h | h | ⟨hs, ht⟩)
    · simp [h, sin_zero θ h]
    · simp [h, sin_zero φ h]
    · simp [hs, ht]
```

The rotations commute exactly when $c=1$, or $c'=1$, or $s=s'=0$. In the first two cases one rotation is the identity. The third adds the case of two half turns, which are diagonal matrices with entries $\pm1$.

By hand, suppose the commutator vanishes. Its $(j,k)$ element gives $(1-c)s'=0$, and its $(i,j)$ element gives $s(1-c')=0$. From the second equation, either $c'=1$, and we are done, or $s=0$. If $s=0$, the first equation leaves $c=1$ or $s'=0$. Conversely, a cosine of 1 forces the sine of the same angle to vanish, since $\sin^2+\cos^2=1$, and then all three coefficients of the commutator are zero in each case.

The proof follows these lines. `h₁` and `h₂` are the two matrix elements, `rcases` splits the vanishing products into cases, and `sin_zero` is the remark about the sine.

The condition $i\neq k$ matters for the "only if" direction. If $k=i$, the second rotation is $G_{ji}(\varphi)=G_{ij}(-\varphi)$, in the same plane as the first. Two quarter turns then commute, although both cosines are 0 and both sines are 1.

## Quarter turns in four dimensions

```lean
/-- In four dimensions, rotations in the planes of the first two and the last two axes
commute for all angles, whereas quarter turns in the planes of axes one, two and of axes
two, three do not commute. -/
theorem givens_four_dimensions :
    (∀ θ φ : ℝ, Commute (givens (0 : Fin 4) 1 θ) (givens 2 3 φ)) ∧
    ¬ Commute (givens (0 : Fin 4) 1 (Real.pi / 2)) (givens 1 2 (Real.pi / 2)) := by
  constructor
  · intro θ φ
    exact givens_commute_of_disjoint (by decide) (by decide) (by decide) (by decide) θ φ
  · rw [givens_commute_iff (by decide) (by decide) (by decide)]
    simp
```

`Fin 4` numbers the axes 0, 1, 2, 3, so `0` and `1` are the first and second axes. The first half states that rotations in the planes of axes (1, 2) and (3, 4), counted from one, commute for all angles. The second states that quarter turns in the planes (1, 2) and (2, 3) do not.

The first half is the theorem on disjoint pairs, with `decide` checking that the labels differ. For the second, the criterion would require a cosine equal to 1 or two vanishing sines, but $\cos(\pi/2)=0$ and $\sin(\pi/2)=1$.

```lean
/-- For three distinct orbitals, quarter turns in the planes `(i, j)` and `(j, k)` carry
orbital `i` to `k` if the `(i, j)` turn acts first, and to `j` if it acts last. -/
theorem quarter_turns_order {i j k : n} (hij : i ≠ j) (hjk : j ≠ k) (hik : i ≠ k) :
    sweep [(j, k, Real.pi / 2), (i, j, Real.pi / 2)] *ᵥ Pi.single i 1 = Pi.single k 1 ∧
    sweep [(i, j, Real.pi / 2), (j, k, Real.pi / 2)] *ᵥ Pi.single i 1
      = Pi.single j 1 := by
  have h₁ : givens i j (Real.pi / 2) *ᵥ Pi.single i 1 = Pi.single j 1 := by
    rw [(givens_action hij _).1, Real.cos_pi_div_two, Real.sin_pi_div_two,
      zero_smul, one_smul, zero_add]
  have h₂ : givens j k (Real.pi / 2) *ᵥ Pi.single j 1 = Pi.single k 1 := by
    rw [(givens_action hjk _).1, Real.cos_pi_div_two, Real.sin_pi_div_two,
      zero_smul, one_smul, zero_add]
  have h₃ := (givens_action hjk (Real.pi / 2)).2.2 i hij hik
  simp only [sweep, List.map_cons, List.map_nil, List.prod_cons, List.prod_nil, mul_one]
  constructor
  · rw [← Matrix.mulVec_mulVec, h₁, h₂]
  · rw [← Matrix.mulVec_mulVec, h₃, h₁]

end

end GivensSweepOrder
```

The effect of the order is visible on a single orbital. For distinct $i,j,k$,

$$G_{jk}(\tfrac{\pi}{2})\,G_{ij}(\tfrac{\pi}{2})\,e_i=G_{jk}(\tfrac{\pi}{2})\,e_j=e_k,$$

$$G_{ij}(\tfrac{\pi}{2})\,G_{jk}(\tfrac{\pi}{2})\,e_i=G_{ij}(\tfrac{\pi}{2})\,e_i=e_j.$$

In the first order, orbital $i$ is carried to $j$ and then on to $k$. In the second, the $(j,k)$ turn acts while the vector is still $e_i$, and does nothing to it. The facts `h₁`, `h₂` and `h₃` are the three single steps, all taken from `givens_action`, and `Matrix.mulVec_mulVec` lets the factors of the product act one after the other.

```lean
#print axioms GivensSweepOrder.sweep_eq_of_perm
-- 'GivensSweepOrder.sweep_eq_of_perm' depends on axioms: [propext, Classical.choice, Quot.sound]
#print axioms GivensSweepOrder.givens_four_dimensions
-- 'GivensSweepOrder.givens_four_dimensions' depends on axioms: [propext, Classical.choice, Quot.sound]
#print axioms GivensSweepOrder.quarter_turns_order
-- 'GivensSweepOrder.quarter_turns_order' depends on axioms: [propext, Classical.choice, Quot.sound]
```
